# At fixed $h$ with gap $g$, a potential $u$ moves the ground-state density matrix of $n$ independent electrons by at most $2\lVert u\rVert/g$

Before a density matrix embedding (DMET) fit with a bounded correlation potential, one can check whether the bound rules out an exact fit. In an orthonormal spin-orbital basis, take the Frobenius norm of the difference between the mean-field and target one-particle density matrices on the fragment, and multiply it by half the mean-field gap. No potential of smaller Frobenius norm can make the mean-field ground state match the target exactly on the fragment at fixed one-particle Hamiltonian and electron number. The norm is that of the potential on the whole system, so if one fragment block is repeated, every copy counts.

This check rests on a stability estimate. Let the Hermitian matrix $h$ have orthonormal orbitals, the columns of $U$, with levels $\varepsilon_i$. Fill $n$ of them, with $\varepsilon_i\le a$ for filled orbitals and $\varepsilon_i\ge a+g$ for empty ones. The number $g>0$ is a lower bound on the cost of promoting an electron. Let $P_0$ project onto the filled orbitals, and let $P$ minimise $\mathrm{Re}\,\mathrm{tr}(P(h+u))$ among Hermitian idempotents of trace $n$. Then, with $\lVert\cdot\rVert$ the Frobenius norm,

$$\lVert P-P_0\rVert\le \frac{2\lVert u\rVert}{g}.$$

## Counting promoted electrons

Let $\chi_i$ be 1 for filled orbitals and 0 for empty ones, so that $P_0=U\,\mathrm{diag}(\chi)\,U^\dagger$. The rotated matrix $\tilde P=U^\dagger PU$ is again a Hermitian idempotent of trace $n$. Its occupations $q_i=\tilde P_{ii}$ satisfy $q_i=\sum_k|\tilde P_{ik}|^2\ge q_i^2$, hence $0\le q_i\le1$. Since $P$ and $P_0$ are idempotent with trace $n$,

$$\lVert P-P_0\rVert^2=\mathrm{tr}(P-PP_0-P_0P+P_0)=2\Big(n-\sum_i q_i\chi_i\Big)=2N,$$

where $N=\sum_i q_i(1-\chi_i)$ is the number of promoted electrons.

Because $\sum_i q_i=\sum_i\chi_i=n$, energies may be measured from $a$:

$$\mathrm{tr}((P-P_0)h)=\sum_i(q_i-\chi_i)(\varepsilon_i-a)\ge gN=\frac g2\lVert P-P_0\rVert^2.$$

A filled orbital contributes $(1-q_i)(a-\varepsilon_i)\ge0$, and an empty one contributes at least $gq_i$. Minimality and the Cauchy–Schwarz inequality bound the same cost from above:

$$\mathrm{tr}((P-P_0)h)\le-\mathrm{Re}\,\mathrm{tr}((P-P_0)u)\le\lVert P-P_0\rVert\,\lVert u\rVert.$$

If $P=P_0$, the claim is immediate. Otherwise, divide by $\lVert P-P_0\rVert$.

## Density matrices and energies in Lean

The finite type `m` labels an orthonormal basis of spin orbitals.

```lean
import Mathlib

open Matrix

namespace DMETFittingStability

noncomputable section

variable {m : Type*} [Fintype m] [DecidableEq m]
```

The norm is written out over all matrix entries.

```lean
/-- The Frobenius norm of a matrix: the root of the sum of all squared moduli of its entries. -/
def frob {m : Type*} [Fintype m] (A : Matrix m m ℂ) : ℝ :=
  √(∑ p : m × m, ‖A p.1 p.2‖ ^ 2)
```

`IsSlater` describes the one-particle density matrix of a determinant, not its wavefunction. For an idempotent the trace equals the rank, so `number` fixes the rank at $n$.

```lean
/-- One-particle density matrix of an `n`-electron determinant: a Hermitian idempotent
of trace `n`. -/
structure IsSlater {m : Type*} [Fintype m] (n : ℕ) (P : Matrix m m ℂ) : Prop where
  herm : Pᴴ = P
  idem : P * P = P
  number : trace P = n
```

`IsGround` means minimal energy at fixed electron number; degenerate minimisers are allowed. The real part lets the definition accept any complex matrix `f`, and Hermitian operators are a special case.

```lean
/-- `P` minimises the mean-field energy `Re tr (P f)` among `n`-electron determinants. -/
def IsGround {m : Type*} [Fintype m] (n : ℕ) (f P : Matrix m m ℂ) : Prop :=
  IsSlater n P ∧ ∀ Q, IsSlater n Q → (trace (P * f)).re ≤ (trace (Q * f)).re
```

The matrix $P_0$ is `occProj U occ`, where `occ` is the set of filled columns.

```lean
/-- The matrix `U χ Uᴴ`, with `χ` the indicator of the set `occ` of occupied columns of `U`. -/
def occProj (U : Matrix m m ℂ) (occ : Finset m) : Matrix m m ℂ :=
  U * diagonal (fun i => if i ∈ occ then (1 : ℂ) else 0) * Uᴴ
```

The misfit on a fragment `F` compares only entries with both indices in `F`.

```lean
/-- A fragment-only DMET fitting cost: the Frobenius distance between the blocks of `A` and `D` on
the fragment `F`. -/
def fragCost {m : Type*} (F : Finset m) (A D : Matrix m m ℂ) : ℝ :=
  √(∑ p ∈ F ×ˢ F, ‖A p.1 p.2 - D p.1 p.2‖ ^ 2)
```

## Occupations, traces and Cauchy–Schwarz

For a Hermitian matrix, $A_{ij}A_{ji}=|A_{ij}|^2$. This turns a diagonal entry of $P^2$ into a sum of squares.

```lean
/-- For a Hermitian matrix, the real part of the product of two opposite entries is the squared
modulus of either one. -/
theorem herm_entry {m : Type*} {A : Matrix m m ℂ} (hA : Aᴴ = A) (i j : m) :
    (A i j * A j i).re = ‖A i j‖ ^ 2 := by
  have h : A j i = star (A i j) := by
    rw [← conjTranspose_apply, hA]
  rw [h, Complex.sq_norm, Complex.normSq_apply]
  simp [Complex.mul_re]
```

Keeping only the diagonal term of that sum gives $q\ge q^2$, from which `nlinarith` obtains the upper bound on the occupation.

```lean
/-- Pauli principle: each diagonal occupation of a determinant lies between 0 and 1. -/
theorem IsSlater.occupation {m : Type*} [Fintype m] {n : ℕ} {P : Matrix m m ℂ}
    (hP : IsSlater n P) (i : m) :
    0 ≤ (P i i).re ∧ (P i i).re ≤ 1 := by
  have e : (P i i).re = ∑ k, ‖P i k‖ ^ 2 := by
    calc (P i i).re = ((P * P) i i).re := by rw [hP.idem]
      _ = ∑ k, ‖P i k‖ ^ 2 := by
        rw [mul_apply, Complex.re_sum]
        exact Finset.sum_congr rfl fun k _ => herm_entry hP.herm i k
  have h1 : ‖P i i‖ ^ 2 ≤ ∑ k, ‖P i k‖ ^ 2 :=
    Finset.single_le_sum (f := fun k => ‖P i k‖ ^ 2)
      (fun k _ => sq_nonneg _) (Finset.mem_univ i)
  have h0 : 0 ≤ (P i i).re := by
    rw [e]
    exact Finset.sum_nonneg fun k _ => sq_nonneg _
  rw [← e, Complex.sq_norm, Complex.normSq_apply] at h1
  exact ⟨h0, by nlinarith [mul_self_nonneg (P i i).im]⟩
```

Filling orthonormal orbitals gives an admissible density matrix, so $P_0$ can compete with $P$ in the minimisation.

```lean
/-- Filling a set of orthonormal orbitals gives a determinant with as many electrons
as filled orbitals. -/
theorem occProj_isSlater {U : Matrix m m ℂ} (hU : Uᴴ * U = 1) (occ : Finset m) :
    IsSlater occ.card (occProj U occ) := by
  have hd : (diagonal (fun i => if i ∈ occ then (1 : ℂ) else 0))ᴴ
      = diagonal (fun i => if i ∈ occ then (1 : ℂ) else 0) := by
    rw [diagonal_conjTranspose]
    congr 1
    funext i
    by_cases hi : i ∈ occ <;> simp [hi]
  have hdd : diagonal (fun i => if i ∈ occ then (1 : ℂ) else 0)
      * diagonal (fun i => if i ∈ occ then (1 : ℂ) else 0)
      = diagonal (fun i => if i ∈ occ then (1 : ℂ) else 0) := by
    rw [diagonal_mul_diagonal]
    congr 1
    funext i
    by_cases hi : i ∈ occ <;> simp [hi]
  refine ⟨?_, ?_, ?_⟩
  · rw [occProj, conjTranspose_mul, conjTranspose_mul, conjTranspose_conjTranspose, hd,
      Matrix.mul_assoc]
  · unfold occProj
    generalize diagonal (fun i => if i ∈ occ then (1 : ℂ) else 0) = D at hdd
    calc U * D * Uᴴ * (U * D * Uᴴ) = U * (D * (Uᴴ * U) * D) * Uᴴ := by
          simp only [Matrix.mul_assoc]
      _ = U * D * Uᴴ := by rw [hU, Matrix.mul_one, hdd]
  · rw [occProj, trace_mul_cycle, hU, Matrix.one_mul, trace_diagonal]
    simp
```

Cyclicity of the trace turns energies and overlaps into sums over occupations.

```lean
/-- The trace of `P` against an operator diagonal in the orbitals `U` is the sum of its
diagonal values weighted by the orbital occupations of `P`. -/
theorem trace_orbital (U P : Matrix m m ℂ) (d : m → ℂ) :
    trace (P * (U * diagonal d * Uᴴ)) = ∑ i, (Uᴴ * P * U) i i * d i := by
  have h : trace (P * (U * diagonal d * Uᴴ)) = trace (Uᴴ * P * U * diagonal d) := by
    rw [← Matrix.mul_assoc, trace_mul_comm]
    simp only [Matrix.mul_assoc]
  rw [h]
  simp only [trace, diag_apply, mul_diagonal]
```

The trace pairing is a sum over index pairs, to which the Cauchy–Schwarz inequality for finite sums applies.

```lean
/-- Cauchy–Schwarz inequality for the trace pairing of two matrices. -/
theorem abs_trace_le {m : Type*} [Fintype m] (A B : Matrix m m ℂ) :
    |(trace (A * B)).re| ≤ frob A * frob B := by
  have hB : ∑ p : m × m, ‖B p.2 p.1‖ ^ 2 = ∑ p : m × m, ‖B p.1 p.2‖ ^ 2 :=
    (Equiv.prodComm m m).sum_comp (fun p : m × m => ‖B p.1 p.2‖ ^ 2)
  calc |(trace (A * B)).re| ≤ ‖trace (A * B)‖ := Complex.abs_re_le_norm _
    _ = ‖∑ p : m × m, A p.1 p.2 * B p.2 p.1‖ := by
      simp only [trace, diag_apply, mul_apply, Fintype.sum_prod_type]
    _ ≤ ∑ p : m × m, ‖A p.1 p.2‖ * ‖B p.2 p.1‖ :=
      (norm_sum_le _ _).trans_eq (Finset.sum_congr rfl fun p _ => norm_mul _ _)
    _ ≤ √(∑ p : m × m, ‖A p.1 p.2‖ ^ 2) * √(∑ p : m × m, ‖B p.2 p.1‖ ^ 2) :=
      Real.sum_mul_le_sqrt_mul_sqrt _ _ _
    _ = frob A * frob B := by rw [hB]; rfl
```

## The gap controls the density change

In `density_stability`, `hU` states orthonormality and `hh` is the eigenvalue equation. The real levels `ε` make $h$ Hermitian, while `hocc` and `hvirt` express the gap. No gap is required of $h+u$. A minimiser is supplied as a hypothesis.

In the proof, `hQ` rotates $P$ into the orbital basis and `hD` is the identity $\lVert P-P_0\rVert^2=2N$. The orbital-by-orbital energy inequality is `hpt`, and its sum is `hsum`. Minimality (`hmin`) and Cauchy–Schwarz (`hcs`) supply the upper bound; `hfin` combines the two, and the last case split treats zero distance separately.

```lean
/-- Stability of a gapped mean field: let `h` have orthonormal orbitals `U` with occupied levels
at most `a` and all others at least `a + g`, `g > 0`. Any determinant `P` with the same electron
number that minimises the energy of `h + u` is within `2 ‖u‖ / g` of the occupied projector. -/
theorem density_stability {h u U P : Matrix m m ℂ} {ε : m → ℝ} {occ : Finset m} {a g : ℝ}
    (hU : Uᴴ * U = 1) (hh : h * U = U * diagonal (fun i => (ε i : ℂ))) (hg : 0 < g)
    (hocc : ∀ i ∈ occ, ε i ≤ a) (hvirt : ∀ i, i ∉ occ → a + g ≤ ε i)
    (hP : IsGround occ.card (h + u) P) :
    frob (P - occProj U occ) ≤ 2 * frob u / g := by
  have hU' : U * Uᴴ = 1 := mul_eq_one_comm.mp hU
  have h0 := occProj_isSlater hU occ
  have hfact : h = U * diagonal (fun i => (ε i : ℂ)) * Uᴴ := by
    rw [← hh, Matrix.mul_assoc, hU', Matrix.mul_one]
  -- the density matrix in the orbital basis is again a determinant
  have hQ : IsSlater occ.card (Uᴴ * P * U) := by
    refine ⟨?_, ?_, ?_⟩
    · simp only [conjTranspose_mul, conjTranspose_conjTranspose, hP.1.herm, Matrix.mul_assoc]
    · calc Uᴴ * P * U * (Uᴴ * P * U) = Uᴴ * (P * (U * Uᴴ) * P) * U := by
            simp only [Matrix.mul_assoc]
        _ = Uᴴ * P * U := by rw [hU', Matrix.mul_one, hP.1.idem]
    · rw [trace_mul_cycle, hU', Matrix.one_mul, hP.1.number]
  obtain ⟨q, hq⟩ : ∃ q : m → ℝ, ∀ i, q i = ((Uᴴ * P * U) i i).re := ⟨_, fun _ => rfl⟩
  obtain ⟨χ, hχ⟩ : ∃ χ : m → ℝ, ∀ i, χ i = if i ∈ occ then 1 else 0 := ⟨_, fun _ => rfl⟩
  have hqn : ∑ i, q i = occ.card := by
    have := congrArg Complex.re hQ.number
    simpa only [trace, diag_apply, Complex.re_sum, ← hq, Complex.natCast_re] using this
  have hχn : ∑ i, χ i = occ.card := by simp [hχ]
  have hE : (trace (P * h)).re = ∑ i, q i * ε i := by
    rw [hfact, trace_orbital, Complex.re_sum]
    exact Finset.sum_congr rfl fun i _ => by rw [hq, Complex.re_mul_ofReal]
  have hrot : Uᴴ * occProj U occ * U
      = diagonal (fun i => if i ∈ occ then (1 : ℂ) else 0) := by
    unfold occProj
    generalize diagonal (fun i => if i ∈ occ then (1 : ℂ) else 0) = D
    calc Uᴴ * (U * D * Uᴴ) * U = (Uᴴ * U) * D * (Uᴴ * U) := by
          simp only [Matrix.mul_assoc]
      _ = D := by rw [hU, Matrix.one_mul, Matrix.mul_one]
  have hE0 : (trace (occProj U occ * h)).re = ∑ i, χ i * ε i := by
    rw [hfact, trace_orbital, hrot, Complex.re_sum]
    refine Finset.sum_congr rfl fun i _ => ?_
    by_cases hi : i ∈ occ <;> simp [hχ, hi]
  have hO : (trace (P * occProj U occ)).re = ∑ i, q i * χ i := by
    rw [occProj, trace_orbital, Complex.re_sum]
    refine Finset.sum_congr rfl fun i _ => ?_
    by_cases hi : i ∈ occ <;> simp [hχ, hq, hi]
  -- the squared distance counts the electrons promoted across the gap
  have hD : frob (P - occProj U occ) ^ 2 = 2 * occ.card - 2 * ∑ i, q i * χ i := by
    have hA : (P - occProj U occ)ᴴ = P - occProj U occ := by
      rw [conjTranspose_sub, hP.1.herm, h0.herm]
    have hs : frob (P - occProj U occ) ^ 2
        = (trace ((P - occProj U occ) * (P - occProj U occ))).re := by
      rw [frob, Real.sq_sqrt (Finset.sum_nonneg fun p _ => sq_nonneg _),
        Fintype.sum_prod_type]
      simp only [trace, diag_apply, mul_apply, Complex.re_sum, herm_entry hA]
    rw [hs, Matrix.sub_mul, Matrix.mul_sub, Matrix.mul_sub, hP.1.idem, h0.idem,
      trace_sub, trace_sub, trace_sub, trace_mul_comm (occProj U occ) P,
      hP.1.number, h0.number]
    simp only [Complex.sub_re, Complex.natCast_re, hO]
    ring
  -- every promoted electron costs at least the gap
  have hpt : ∀ i, g * (q i - q i * χ i) ≤ q i * ε i - χ i * ε i - a * (q i - χ i) := by
    intro i
    have hb := hQ.occupation i
    rw [← hq] at hb
    by_cases hi : i ∈ occ
    · have hx : χ i = 1 := by simp [hχ, hi]
      rw [hx]
      nlinarith [mul_nonneg (sub_nonneg.mpr (hocc i hi)) (sub_nonneg.mpr hb.2)]
    · have hx : χ i = 0 := by simp [hχ, hi]
      rw [hx]
      nlinarith [mul_nonneg (sub_nonneg.mpr (hvirt i hi)) hb.1]
  have hsum := Finset.sum_le_sum (s := Finset.univ) (fun i _ => hpt i)
  simp only [Finset.sum_sub_distrib, ← Finset.mul_sum] at hsum
  rw [hqn, hχn] at hsum
  -- minimality and Cauchy–Schwarz bound the same cost from above
  have hmin := hP.2 _ h0
  simp only [Matrix.mul_add, trace_add, Complex.add_re] at hmin
  have hcs := (abs_le.mp (abs_trace_le (P - occProj U occ) u)).1
  rw [Matrix.sub_mul, trace_sub, Complex.sub_re] at hcs
  have hfin : frob (P - occProj U occ) * (frob (P - occProj U occ) * g)
      ≤ frob (P - occProj U occ) * (2 * frob u) := by
    have : frob (P - occProj U occ) * (frob (P - occProj U occ) * g)
        = g * frob (P - occProj U occ) ^ 2 := by ring
    rw [this, hD]
    linarith
  rw [le_div_iff₀ hg]
  have hF : 0 ≤ frob (P - occProj U occ) := Real.sqrt_nonneg _
  have hu : 0 ≤ frob u := Real.sqrt_nonneg _
  rcases hF.eq_or_lt with hz | hpos
  · rw [← hz]
    linarith
  · exact le_of_mul_le_mul_left hfin hpos
```

The theorem describes the response of a non-interacting mean field at fixed $h$. If a self-consistent calculation rebuilds the Fock matrix from the new density, the change in that matrix must be included in $u$, and its size needs a separate estimate.

## The potential needed for an exact fit

Subtracting a constant $\mu$ from the potential lowers every $n$-electron energy by $\mu n$, so the minimisers stay the same.

```lean
/-- A uniform shift of the potential does not change which determinants minimise the energy
at fixed electron number. -/
theorem IsGround.shift {n : ℕ} {f P : Matrix m m ℂ} (hP : IsGround n f P) (μ : ℝ) :
    IsGround n (f - (μ : ℂ) • (1 : Matrix m m ℂ)) P := by
  refine ⟨hP.1, fun Q hQ => ?_⟩
  have := hP.2 Q hQ
  simp only [Matrix.mul_sub, Matrix.mul_smul, Matrix.mul_one, trace_sub, trace_smul,
    hQ.number, hP.1.number, Complex.sub_re]
  linarith
```

Let $D$ be the target. If $P$ agrees with $D$ on the fragment, the initial misfit there is the fragment part of $P-P_0$, and is therefore at most $\lVert P-P_0\rVert$. Applying the stability estimate to $u-\mu$ gives

$$\frac g2\,\lVert P_0-D\rVert_F\le\lVert u-\mu\rVert,$$

where the subscript $F$ restricts the norm to the fragment block. The Lean proof follows these steps, with `hc` comparing the block with the whole matrix. The inequality is a necessary condition on the potential; it does not establish that a fit exists.

```lean
/-- Price of an exact DMET fit: let `h` have orthonormal orbitals `U` with occupied levels at most
`a` and all others at least `a + g`, `g > 0`. If a determinant `P` with the same electron number
minimises the energy of `h + u` and reproduces the target `D` on the fragment `F`, then `u` minus
any real constant `μ` (times the identity) has norm at least `g / 2` times the fitting cost of the
unperturbed occupied projector. -/
theorem exact_fit_price {h u U P D : Matrix m m ℂ} {ε : m → ℝ} {occ F : Finset m} {a g : ℝ}
    (hU : Uᴴ * U = 1) (hh : h * U = U * diagonal (fun i => (ε i : ℂ))) (hg : 0 < g)
    (hocc : ∀ i ∈ occ, ε i ≤ a) (hvirt : ∀ i, i ∉ occ → a + g ≤ ε i)
    (hP : IsGround occ.card (h + u) P) (hfit : ∀ i ∈ F, ∀ j ∈ F, P i j = D i j) (μ : ℝ) :
    g / 2 * fragCost F (occProj U occ) D ≤ frob (u - (μ : ℂ) • (1 : Matrix m m ℂ)) := by
  have hs := hP.shift μ
  rw [add_sub_assoc] at hs
  have hb := density_stability hU hh hg hocc hvirt hs
  rw [le_div_iff₀ hg] at hb
  -- the fragment block is only a part of the whole density change
  have hc : fragCost F (occProj U occ) D ≤ frob (P - occProj U occ) := by
    apply Real.sqrt_le_sqrt
    calc ∑ p ∈ F ×ˢ F, ‖occProj U occ p.1 p.2 - D p.1 p.2‖ ^ 2
        = ∑ p ∈ F ×ˢ F, ‖(P - occProj U occ) p.1 p.2‖ ^ 2 := by
          refine Finset.sum_congr rfl fun p hp => ?_
          have hp' := Finset.mem_product.mp hp
          rw [← hfit _ hp'.1 _ hp'.2, Matrix.sub_apply, norm_sub_rev]
      _ ≤ ∑ p : m × m, ‖(P - occProj U occ) p.1 p.2‖ ^ 2 :=
          Finset.sum_le_sum_of_subset_of_nonneg (Finset.subset_univ _)
            fun p _ _ => sq_nonneg _
  have := mul_le_mul_of_nonneg_left hc (half_pos hg).le
  linarith
```

## Two levels attain the constant

Take $h=\mathrm{diag}(0,g)$ and $u=\mathrm{diag}(g/2,-g/2)$ with one electron. Then $h+u=(g/2)\mathbf 1$, so every one-electron determinant is a minimiser, including $P=\mathrm{diag}(0,1)$. With $P_0=\mathrm{diag}(1,0)$, the distance is $\sqrt2$. Since $\lVert u\rVert=g/\sqrt2$, the bound is also $\sqrt2$. The proof checks the degeneracy first and then evaluates both norms entry by entry.

```lean
/-- The constant 2 is attained: for levels `0` and `g > 0` with one electron, the potential
`diag (g/2, -g/2)` admits the upper orbital as a minimiser, at distance exactly `2 ‖u‖ / g`. -/
theorem stability_sharp (g : ℝ) (hg : 0 < g) :
    IsGround 1 (diagonal ![0, (g : ℂ)] + diagonal ![(g : ℂ) / 2, -((g : ℂ) / 2)])
      (diagonal ![(0 : ℂ), 1]) ∧
    frob (diagonal ![(0 : ℂ), 1] - occProj (1 : Matrix (Fin 2) (Fin 2) ℂ) {0})
      = 2 * frob (diagonal ![(g : ℂ) / 2, -((g : ℂ) / 2)]) / g := by
  constructor
  · -- the potential closes the gap, so all one-electron determinants are degenerate
    have hs : diagonal ![0, (g : ℂ)] + diagonal ![(g : ℂ) / 2, -((g : ℂ) / 2)]
        = ((g : ℂ) / 2) • (1 : Matrix (Fin 2) (Fin 2) ℂ) := by
      ext i j
      fin_cases i <;> fin_cases j <;> simp
      ring
    have hS : IsSlater 1 (diagonal ![(0 : ℂ), 1]) := by
      refine ⟨?_, ?_, ?_⟩
      · ext i j
        fin_cases i <;> fin_cases j <;> simp
      · ext i j
        fin_cases i <;> fin_cases j <;> simp
      · simp
    refine ⟨hS, fun Q hQ => ?_⟩
    rw [hs]
    simp only [Matrix.mul_smul, Matrix.mul_one, trace_smul, hQ.number, hS.number, le_refl]
  · have ho : occProj (1 : Matrix (Fin 2) (Fin 2) ℂ) {0} = diagonal ![(1 : ℂ), 0] := by
      ext i j
      fin_cases i <;> fin_cases j <;> simp [occProj]
    have h1 : frob (diagonal ![(0 : ℂ), 1] - diagonal ![(1 : ℂ), 0]) = √2 := by
      unfold frob
      congr 1
      norm_num [Fintype.sum_prod_type, Fin.sum_univ_two]
    have h2 : frob (diagonal ![(g : ℂ) / 2, -((g : ℂ) / 2)]) = g / 2 * √2 := by
      have : ∑ p : Fin 2 × Fin 2,
          ‖(diagonal ![(g : ℂ) / 2, -((g : ℂ) / 2)] : Matrix (Fin 2) (Fin 2) ℂ) p.1 p.2‖ ^ 2
          = (g / 2) ^ 2 * 2 := by
        simp [Fintype.sum_prod_type, Fin.sum_univ_two, div_pow, sq_abs]
        ring
      rw [frob, this, Real.sqrt_mul (sq_nonneg _), Real.sqrt_sq (by positivity)]
    rw [ho, h1, h2, eq_div_iff hg.ne']
    ring

end

end DMETFittingStability
```

```lean
#print axioms DMETFittingStability.density_stability
#print axioms DMETFittingStability.exact_fit_price
#print axioms DMETFittingStability.stability_sharp
```

```
'DMETFittingStability.density_stability' depends on axioms: [propext, Classical.choice, Quot.sound]
'DMETFittingStability.exact_fit_price' depends on axioms: [propext, Classical.choice, Quot.sound]
'DMETFittingStability.stability_sharp' depends on axioms: [propext, Classical.choice, Quot.sound]
```
